# A weakly determined direction in fits of equally spaced exponentials

## Decay constants that the data barely separate

Suppose that a short-range repulsion is modelled as a sum of decaying exponentials of the interatomic distance, and that the decay constants are fitted to reference values at a few distances. When the constants lie close together, some of them can be raised and others lowered with almost no change in the curve. The data then fix certain combinations of the parameters well and others poorly. A poorly fixed combination is called a sloppy direction.

Take the model with unit amplitudes

\[
y(t)=\sum_{k=0}^{n} e^{-\theta_k t},\qquad \theta_k=\theta+k\delta ,
\]

sampled at finitely many points \(t_s\). Here \(t\) may be a distance or a time, \(\theta\) is the base rate and \(\delta\) the spacing. The parameters of the fit are all \(n+1\) rates; equal spacing only describes the point at which the sensitivity is examined.

The Jacobian is \(J_{sk}=\partial y(t_s)/\partial\theta_k=-t_s e^{-\theta_k t_s}\). If the model reproduces the data exactly at these rates, a small step \(\varepsilon u\) raises half the sum of squared residuals by \(\tfrac12\varepsilon^2\,u^TJ^TJu\) to leading order. The Rayleigh quotient \(R(u)=u^TJ^TJu/u^Tu\) is therefore the curvature along the normalised direction \(u/|u|\).

## The bound and its Lean form

Let \(v_k=(-1)^k\binom nk\). If \(\theta\ge0\), \(\delta\ge0\) and every \(t_s\ge0\), then

\[
R(v)\le\frac{\delta^{2n}\sum_s t_s^{2n+2}}{\binom{2n}{n}} .
\]

This is `rayleigh_sloppy_le`. The finite type `ι` labels the sampling points, and `Fin (n + 1)` labels the rates \(k=0,\dots,n\). The objects `rates n θ δ`, `jacobian`, `gaussNewton` and `sloppy n` are \(\theta_k\), \(J\), \(J^TJ\) and the unnormalised \(v\); `rayleigh` divides by \(v^Tv\). The sign hypotheses say that the exponentials do not grow and that the samples lie at nonnegative distance or time.

Three further theorems complete the picture:

- `uniform_curvature_le`: a constant \(c\) with \(u^TJ^TJu\ge c\,u^Tu\) for all \(u\) obeys the same bound under the same sign hypotheses.
- `rayleigh_sloppy_pos`: \(R(v)>0\) if \(\delta\ne0\) and some \(t_s\ne0\), so the direction is then not exactly flat.
- `rayleigh_sloppy_limit`: as \(\delta\to0\) through nonzero values, \(R(v)/\delta^{2n}\) tends to \(\sum_s e^{-2\theta t_s}t_s^{2n+2}/\binom{2n}{n}\). At \(\theta=0\) this is the coefficient in the bound.

The theorems concern unweighted fits with fixed unit amplitudes, and they do not say that \(v\) is an eigenvector. For \(n=0\) there is a single rate and no suppression by \(\delta\). For fitting practice, the result shows within this equally spaced model that closely spaced decay constants can be poorly determined even when the fitted curve is good.

## Derivation

Since \(e^{-\theta_k t}=e^{-\theta t}(e^{-\delta t})^k\), the binomial theorem gives

\[
(Jv)_s=-t_s e^{-\theta t_s}\sum_{k=0}^n\binom nk(-e^{-\delta t_s})^k
=-t_s e^{-\theta t_s}(1-e^{-\delta t_s})^n .
\]

The squared length of \(v\) is \(\sum_k\binom nk^2=\sum_k\binom nk\binom n{n-k}\), the coefficient of \(x^n\) in \((1+x)^n(1+x)^n\), which is \(\binom{2n}n\). Because \(v^TJ^TJv=|Jv|^2\),

\[
R(v)=\frac{1}{\binom{2n}{n}}\sum_s\left[t_s e^{-\theta t_s}(1-e^{-\delta t_s})^n\right]^2 .
\]

This equality needs no sign conditions. For nonnegative \(\theta,\delta,t_s\) we have \(e^{-\theta t_s}\le1\), and \(e^{-x}\ge1-x\) gives \(0\le1-e^{-\delta t_s}\le\delta t_s\). Each bracket thus lies between \(0\) and \(t_s(\delta t_s)^n\), and squaring and summing yields the bound.

A uniform lower curvature \(c\) satisfies \(c\le R(v)\), so it inherits the estimate. If \(\delta t_s\ne0\), the bracket for that \(s\) is nonzero, which gives strict positivity. Finally, \((1-e^{-\delta t_s})/\delta\to t_s\) as \(\delta\to0\); dividing each squared bracket by \(\delta^{2n}\) gives the stated limit.

## Two rates and two samples

In dimensionless units, take \(n=1\), \(\theta=0\), \(\delta=0.1\) and \(t=1,2\). The first term is then constant at the chosen rates, so this is a numerical illustration and not a model of a short-range repulsion. Then \(v=(1,-1)\), with squared length 2, and

\[
R(v)=\tfrac12\left[(1-e^{-0.1})^2+4(1-e^{-0.2})^2\right]\approx0.0702 .
\]

The bound is \(0.01\,(1+16)/2=0.085\). Raising both rates together, \(u=(1,1)\), gives \(R(u)\approx8.43\), about 120 times as much.

## The Lean file

```lean
import Mathlib

open Matrix Filter Topology

namespace SloppyExponentialFit

noncomputable section

variable {ι : Type*} [Fintype ι] {n : ℕ}

/-- The fitted signal at time `τ`: the sum of the `n + 1` exponentials `exp(-(p k) τ)`. -/
def model (p : Fin (n + 1) → ℝ) (τ : ℝ) : ℝ :=
  ∑ k, Real.exp (-(p k * τ))

/-- The parameter Jacobian: the sensitivity of the signal at time `t s` to the rate `p k`. -/
def jacobian (t : ι → ℝ) (p : Fin (n + 1) → ℝ) : Matrix ι (Fin (n + 1)) ℝ :=
  Matrix.of fun s k => -t s * Real.exp (-(p k * t s))

/-- The Gauss–Newton matrix `Jᵀ J` of the least-squares fit. -/
def gaussNewton (t : ι → ℝ) (p : Fin (n + 1) → ℝ) : Matrix (Fin (n + 1)) (Fin (n + 1)) ℝ :=
  (jacobian t p)ᵀ * jacobian t p

/-- Equally spaced decay rates `θ + k δ`, for `k = 0, …, n`. -/
def rates (n : ℕ) (θ δ : ℝ) : Fin (n + 1) → ℝ :=
  fun k => θ + (k : ℕ) * δ

/-- The parameter direction with alternating binomial components `(-1)^k binom(n,k)`. -/
def sloppy (n : ℕ) : Fin (n + 1) → ℝ :=
  fun k => (-1) ^ (k : ℕ) * (n.choose (k : ℕ) : ℝ)

/-- The Rayleigh quotient of the matrix `A` along the direction `u`. -/
def rayleigh (A : Matrix (Fin (n + 1)) (Fin (n + 1)) ℝ) (u : Fin (n + 1) → ℝ) : ℝ :=
  (u ⬝ᵥ A *ᵥ u) / (u ⬝ᵥ u)

omit [Fintype ι] in
/-- Moving the rates along any direction `u` changes the signal at time `t s` at the
rate `(J u) s`. -/
theorem model_hasDerivAt (t : ι → ℝ) (p u : Fin (n + 1) → ℝ) (s : ι) :
    HasDerivAt (fun ε : ℝ => model (fun k => p k + ε * u k) (t s))
      ((jacobian t p *ᵥ u) s) 0 := by
  have h : ∀ k ∈ (Finset.univ : Finset (Fin (n + 1))),
      HasDerivAt (fun ε : ℝ => Real.exp (-((p k + ε * u k) * t s)))
        (jacobian t p s k * u k) 0 := by
    intro k _
    have h1 : HasDerivAt (fun ε : ℝ => -((p k + ε * u k) * t s)) (-(u k * t s)) 0 := by
      have h0 := ((((hasDerivAt_id' (0 : ℝ)).mul_const (u k)).const_add (p k)).mul_const
        (t s)).fun_neg
      exact h0.congr_deriv (by ring)
    refine h1.exp.congr_deriv ?_
    simp only [jacobian, Matrix.of_apply, zero_mul, add_zero]
    ring
  exact HasDerivAt.fun_sum h

omit [Fintype ι] in
/-- Along the alternating binomial direction the first-order change of the signal is
`-t exp(-θ t) (1 - exp(-δ t))^n`. -/
theorem jacobian_mulVec_sloppy (t : ι → ℝ) (n : ℕ) (θ δ : ℝ) (s : ι) :
    (jacobian t (rates n θ δ) *ᵥ sloppy n) s =
      -(t s * Real.exp (-(θ * t s)) * (1 - Real.exp (-(δ * t s))) ^ n) := by
  -- the binomial theorem for alternating signs
  have hb : ∀ x : ℝ, (1 - x) ^ n =
      ∑ k : Fin (n + 1), (-1 : ℝ) ^ (k : ℕ) * (n.choose (k : ℕ) : ℝ) * x ^ (k : ℕ) := by
    intro x
    rw [Fin.sum_univ_eq_sum_range
      (fun k => (-1 : ℝ) ^ k * (n.choose k : ℝ) * x ^ k) (n + 1),
      show 1 - x = -x + 1 by ring, add_pow]
    refine Finset.sum_congr rfl fun k _ => ?_
    rw [neg_pow x k, one_pow]
    ring
  simp only [Matrix.mulVec, dotProduct, jacobian, sloppy, rates, Matrix.of_apply]
  rw [hb, Finset.mul_sum, ← Finset.sum_neg_distrib]
  refine Finset.sum_congr rfl fun k _ => ?_
  have he : Real.exp (-((θ + (k : ℕ) * δ) * t s)) =
      Real.exp (-(θ * t s)) * Real.exp (-(δ * t s)) ^ (k : ℕ) := by
    rw [← Real.exp_nat_mul, ← Real.exp_add]
    congr 1
    ring
  rw [he]
  ring

/-- The squared length of the alternating binomial direction is `binom(2n,n)`. -/
theorem sloppy_normSq (n : ℕ) : sloppy n ⬝ᵥ sloppy n = ((2 * n).choose n : ℝ) := by
  -- Vandermonde's identity
  have h : (2 * n).choose n = ∑ k ∈ Finset.range (n + 1), n.choose k * n.choose k := by
    rw [two_mul, Nat.add_choose_eq, Finset.Nat.sum_antidiagonal_eq_sum_range_succ_mk]
    refine Finset.sum_congr rfl fun k hk => ?_
    have hk' : k ≤ n := Nat.lt_succ_iff.mp (Finset.mem_range.mp hk)
    simp only [Nat.choose_symm hk']
  rw [h]
  push_cast
  rw [← Fin.sum_univ_eq_sum_range (fun k => (n.choose k : ℝ) * (n.choose k : ℝ)) (n + 1)]
  unfold dotProduct
  refine Finset.sum_congr rfl fun k _ => ?_
  have h1 : ((-1 : ℝ) ^ (k : ℕ)) ^ 2 = 1 := by
    rw [← pow_mul, mul_comm, pow_mul]
    norm_num
  simp only [sloppy]
  linear_combination (n.choose (k : ℕ) : ℝ) * (n.choose (k : ℕ) : ℝ) * h1

/-- The exact Rayleigh quotient of `Jᵀ J` along the alternating binomial direction. -/
theorem rayleigh_sloppy (t : ι → ℝ) (n : ℕ) (θ δ : ℝ) :
    rayleigh (gaussNewton t (rates n θ δ)) (sloppy n) =
      (∑ s, (t s * Real.exp (-(θ * t s)) * (1 - Real.exp (-(δ * t s))) ^ n) ^ 2) /
        ((2 * n).choose n : ℝ) := by
  unfold rayleigh gaussNewton
  rw [sloppy_normSq, ← Matrix.mulVec_mulVec, Matrix.dotProduct_mulVec,
    Matrix.vecMul_transpose]
  congr 1
  unfold dotProduct
  refine Finset.sum_congr rfl fun s _ => ?_
  rw [jacobian_mulVec_sloppy]
  ring

/-- For nonnegative times, base rate and spacing, the Rayleigh quotient of `Jᵀ J` along the
alternating binomial direction is at most `δ^(2n) ∑ t^(2n+2) / binom(2n,n)`. -/
theorem rayleigh_sloppy_le (t : ι → ℝ) (ht : ∀ s, 0 ≤ t s) (n : ℕ) {θ δ : ℝ}
    (hθ : 0 ≤ θ) (hδ : 0 ≤ δ) :
    rayleigh (gaussNewton t (rates n θ δ)) (sloppy n) ≤
      δ ^ (2 * n) * (∑ s, t s ^ (2 * n + 2)) / ((2 * n).choose n : ℝ) := by
  rw [rayleigh_sloppy, Finset.mul_sum]
  refine div_le_div_of_nonneg_right (Finset.sum_le_sum fun s _ => ?_) (Nat.cast_nonneg _)
  have hδt : 0 ≤ δ * t s := mul_nonneg hδ (ht s)
  have hθt : 0 ≤ θ * t s := mul_nonneg hθ (ht s)
  have he : Real.exp (-(θ * t s)) ≤ 1 := Real.exp_le_one_iff.mpr (by linarith)
  -- each factor `1 - exp(-δ t)` lies between `0` and `δ t`
  have h1 : 0 ≤ 1 - Real.exp (-(δ * t s)) :=
    sub_nonneg.mpr (Real.exp_le_one_iff.mpr (by linarith))
  have h2 : 1 - Real.exp (-(δ * t s)) ≤ δ * t s := by
    linarith [Real.add_one_le_exp (-(δ * t s))]
  have h3 : t s * Real.exp (-(θ * t s)) * (1 - Real.exp (-(δ * t s))) ^ n ≤
      t s * 1 * (δ * t s) ^ n :=
    mul_le_mul (mul_le_mul_of_nonneg_left he (ht s)) (pow_le_pow_left₀ h1 h2 n)
      (pow_nonneg h1 n) (by simpa using ht s)
  have h4 : 0 ≤ t s * Real.exp (-(θ * t s)) * (1 - Real.exp (-(δ * t s))) ^ n :=
    mul_nonneg (mul_nonneg (ht s) (Real.exp_pos _).le) (pow_nonneg h1 n)
  calc _ ≤ (t s * 1 * (δ * t s) ^ n) ^ 2 := pow_le_pow_left₀ h4 h3 2
    _ = _ := by ring

/-- For nonnegative times, base rate and spacing, if the curvature of `Jᵀ J` is at least `c` in
every parameter direction, then `c` is at most `δ^(2n) ∑ t^(2n+2) / binom(2n,n)`. -/
theorem uniform_curvature_le (t : ι → ℝ) (ht : ∀ s, 0 ≤ t s) (n : ℕ) {θ δ c : ℝ}
    (hθ : 0 ≤ θ) (hδ : 0 ≤ δ)
    (hc : ∀ u, c * (u ⬝ᵥ u) ≤ u ⬝ᵥ gaussNewton t (rates n θ δ) *ᵥ u) :
    c ≤ δ ^ (2 * n) * (∑ s, t s ^ (2 * n + 2)) / ((2 * n).choose n : ℝ) := by
  have hpos : 0 < sloppy n ⬝ᵥ sloppy n := by
    rw [sloppy_normSq]
    exact Nat.cast_pos.mpr (Nat.choose_pos (by omega))
  exact ((le_div_iff₀ hpos).mpr (hc (sloppy n))).trans (rayleigh_sloppy_le t ht n hθ hδ)

/-- For nonzero spacing `δ` and at least one nonzero sampling time, the Rayleigh quotient along the
alternating binomial direction is strictly positive. -/
theorem rayleigh_sloppy_pos (t : ι → ℝ) (n : ℕ) (θ : ℝ) {δ : ℝ} (hδ : δ ≠ 0)
    (hs : ∃ s, t s ≠ 0) :
    0 < rayleigh (gaussNewton t (rates n θ δ)) (sloppy n) := by
  obtain ⟨s, hs⟩ := hs
  rw [rayleigh_sloppy]
  refine div_pos (Finset.sum_pos' (fun _ _ => sq_nonneg _) ⟨s, Finset.mem_univ s, ?_⟩)
    (Nat.cast_pos.mpr (Nat.choose_pos (by omega)))
  have h1 : 1 - Real.exp (-(δ * t s)) ≠ 0 := by
    intro h
    have h2 : Real.exp (-(δ * t s)) = 1 := by linarith
    rw [Real.exp_eq_one_iff] at h2
    exact mul_ne_zero hδ hs (by linarith)
  exact lt_of_le_of_ne (sq_nonneg _) (Ne.symm (pow_ne_zero 2
    (mul_ne_zero (mul_ne_zero hs (Real.exp_ne_zero _)) (pow_ne_zero n h1))))

/-- As the spacing `δ` tends to zero, the Rayleigh quotient divided by `δ^(2n)` tends to
`∑ exp(-θ t)^2 t^(2n+2) / binom(2n,n)`. -/
theorem rayleigh_sloppy_limit (t : ι → ℝ) (n : ℕ) (θ : ℝ) :
    Tendsto (fun δ : ℝ => rayleigh (gaussNewton t (rates n θ δ)) (sloppy n) / δ ^ (2 * n))
      (𝓝[≠] 0)
      (𝓝 ((∑ s, Real.exp (-(θ * t s)) ^ 2 * t s ^ (2 * n + 2)) /
        ((2 * n).choose n : ℝ))) := by
  -- the difference quotient of `1 - exp(-δ t)` at `δ = 0`
  have h : ∀ s, Tendsto (fun δ : ℝ => (1 - Real.exp (-(δ * t s))) / δ) (𝓝[≠] 0)
      (𝓝 (t s)) := by
    intro s
    have hd : HasDerivAt (fun δ : ℝ => 1 - Real.exp (-(δ * t s))) (t s) 0 := by
      have h0 := (((hasDerivAt_id' (0 : ℝ)).mul_const (t s)).fun_neg.exp).const_sub 1
      exact h0.congr_deriv (by simp)
    refine hd.tendsto_slope_zero.congr fun δ => ?_
    simp only [zero_add, zero_mul, neg_zero, Real.exp_zero, sub_self, sub_zero, smul_eq_mul]
    ring
  have H := (tendsto_finsetSum Finset.univ fun s _ =>
    (((h s).pow n).const_mul (t s * Real.exp (-(θ * t s)))).pow 2).div_const
      ((2 * n).choose n : ℝ)
  have e : (∑ s, Real.exp (-(θ * t s)) ^ 2 * t s ^ (2 * n + 2)) =
      ∑ s, (t s * Real.exp (-(θ * t s)) * t s ^ n) ^ 2 :=
    Finset.sum_congr rfl fun s _ => by ring
  rw [e]
  refine H.congr fun δ => ?_
  rw [rayleigh_sloppy, div_right_comm]
  congr 1
  rw [Finset.sum_div]
  refine Finset.sum_congr rfl fun s _ => ?_
  generalize 1 - Real.exp (-(δ * t s)) = x
  rw [div_pow]
  ring

end

end SloppyExponentialFit
```

```lean
#print axioms SloppyExponentialFit.model_hasDerivAt
#print axioms SloppyExponentialFit.uniform_curvature_le
#print axioms SloppyExponentialFit.rayleigh_sloppy_pos
#print axioms SloppyExponentialFit.rayleigh_sloppy_limit
```

```
'SloppyExponentialFit.model_hasDerivAt' depends on axioms: [propext, Classical.choice, Quot.sound]
'SloppyExponentialFit.uniform_curvature_le' depends on axioms: [propext, Classical.choice, Quot.sound]
'SloppyExponentialFit.rayleigh_sloppy_pos' depends on axioms: [propext, Classical.choice, Quot.sound]
'SloppyExponentialFit.rayleigh_sloppy_limit' depends on axioms: [propext, Classical.choice, Quot.sound]
```

## How the proof follows the derivation

`model_hasDerivAt` ties the explicit matrix to the model: it differentiates each exponential along \(p+\varepsilon u\) at \(\varepsilon=0\) and adds the results, obtaining \((Ju)_s\). `jacobian_mulVec_sloppy` then evaluates \(Jv\), and `sloppy_normSq` finds the squared length from Vandermonde's identity, `Nat.add_choose_eq`, with the symmetry of the binomial coefficients.

In `rayleigh_sloppy`, the rewrites with `Matrix.dotProduct_mulVec` and `Matrix.vecMul_transpose` turn \(v^TJ^TJv\) into \((Jv)\cdot(Jv)\). The main bound compares the sums term by term: `h1` and `h2` enclose \(1-e^{-\delta t_s}\), `h3` multiplies the estimates, and `h4` supplies the nonnegativity needed for squaring. `uniform_curvature_le` applies its hypothesis to `sloppy n`, and `rayleigh_sloppy_pos` finds one positive term in a sum of squares. The limit proof obtains \((1-e^{-\delta t_s})/\delta\to t_s\) from a derivative at zero, then passes to powers and the finite sum.

## The binomial theorem as `add_pow`

The power \(\delta^{2n}\) originates in the cancellation expressed by `hb`, which rests on Mathlib's `add_pow`. That theorem expands a power of a sum, so the proof first writes \(1-x\) as \(-x+1\); this order attaches the exponent \(k\) to \(-x\), and `neg_pow` separates the sign \((-1)^k\).

Mathlib's expansion runs over the natural numbers in `Finset.range (n + 1)`, whereas the matrix product runs over `Fin (n + 1)`. `Fin.sum_univ_eq_sum_range` identifies the two sums. With \(x=e^{-\delta t_s}\), `Real.exp_nat_mul` matches the powers \(x^k\) to the equally spaced exponentials, and the alternating sum becomes a single \(n\)th power.
